# In linearised SCF with linear mixing, halving the mixing parameter doubles the largest error a fixed density-change threshold can hide

## Same threshold, smaller α: is the density as good?

Let e be the deviation of my current density from the self-consistent one, and let eps be the dielectric operator, so that near self-consistency a linear mixing step with parameter α > 0 turns e into e − α eps e. I stop when the norm of the density change in one step is at most tol.

One of my calculations oscillated, so I halved α. It then settled down and met the same tol as my other runs. But a smaller α shortens the step taken from any given density, including one far from the solution. Did the run pass because the density is good, or because I told it to move less? How large an error can the test miss, and is the density returned after the last step any safer?

## The test can miss an error of tol/(α a), and no more

**Setting.** The errors e live in a finite-dimensional real inner product space, and ‖·‖ is the norm of that inner product. The operator eps is linear and symmetric, and its least eigenvalue is a > 0. The step and the density change are

e' = e − α eps e

e' − e = −α eps e.

Positivity of a means that the residual, output density minus input density, pulls every eigenmode back towards self-consistency. The mode belonging to a is the softest one, with the weakest pull. Symmetry depends on the inner product: for eps = 1 − χ₀K, with a symmetric response χ₀ and a positive definite interaction kernel K, it holds in the inner product ⟨x, K y⟩ but in general not in the plain one. The formulas with a below then hold when both the density change and the error are measured in the matching norm. If χ₀ is also negative semidefinite, every eigenvalue of this eps is at least 1, so a ≥ 1.

Under these assumptions, your suspicion is right in the worst case. For tol ≥ 0, the largest error that passes the test is exactly tol/(α a), and halving α doubles it. An individual run may of course be much better than that.

### The bound, and the mode that reaches it

Take an orthonormal eigenbasis b_i with eps b_i = λ_i b_i, and write c_i = ⟨b_i, e⟩. By symmetry,

⟨b_i, eps e⟩ = ⟨eps b_i, e⟩ = λ_i c_i.

Every λ_i is at least a > 0, so

‖eps e‖² = Σ_i λ_i² c_i² ≥ a² Σ_i c_i² = a² ‖e‖².

Hence a‖e‖ ≤ ‖eps e‖. If the step passes the test, then

α a ‖e‖ ≤ α ‖eps e‖ = ‖e' − e‖ ≤ tol,

which gives ‖e‖ ≤ tol/(α a).

For equality, let v be a unit eigenvector for a and put e = (tol/(α a)) v. The density change has norm α · a · tol/(α a) = tol, so this error just passes.

### Halving α, and a threshold that compensates

The doubling can be read off the formula, but it also follows from scaling alone:

−(α/2) eps(2e) = −α eps e.

An error 2e at α/2 produces the same density change as e at α. The errors that pass at α/2 are therefore exactly the doubles of those that pass at α, whether or not eps is symmetric.

If the threshold is scaled along with α, to α tol, the largest hidden error becomes

α tol/(α a) = tol/a,

which no longer depends on α. This amounts to testing ‖eps e‖ ≤ tol, that is, the residual before it is multiplied by α.

### The density you get back

Suppose α a ≤ 1/2 and set k = 1/(α a) − 1, so that k ≥ 1 and (k + 1) α a = 1. For every eigenvalue μ ≥ a,

1 − αμ ≤ kαμ, because (k + 1) αμ ≥ (k + 1) α a = 1,

αμ − 1 ≤ kαμ, because k ≥ 1.

So |1 − αμ| ≤ kαμ in every mode, and summing over modes gives

‖e'‖² = Σ_i (1 − αλ_i)² c_i² ≤ k² Σ_i (αλ_i)² c_i² = k² ‖e' − e‖² ≤ k² tol².

The softest mode again gives equality: there e' = (1 − α a) e, with norm (1 − α a) tol/(α a) = k tol.

For example, with a = 1, α = 0.1 and tol = 10⁻⁶, the error before the step can be 1.0 × 10⁻⁵ and the error after it 0.9 × 10⁻⁵. With α = 0.05 these become 2.0 × 10⁻⁵ and 1.9 × 10⁻⁵. In this worst case the final step hardly helps.

### What the Lean theorems say

`V` is the space of density errors, and `eps : V →ₗ[ℝ] V` is the dielectric operator. `mixingStep eps α e` is e', the error after the step. `hiddenErrors eps α tol` is a set of real numbers: the norms ‖e‖ of all errors e whose density change has norm at most `tol`.

The hypothesis `hT : eps.IsSymmetric` is symmetry in the inner product of `V`. The hypothesis `ha` says that `a` is the least element of the set of eigenvalues, so it is itself an eigenvalue, and `ha0` says that it is positive.

- `greatest_hidden_error` states that tol/(α a) is the greatest element of `hiddenErrors eps α tol`. `IsGreatest` means that the value belongs to the set and bounds it from above, so the bound and its attainment are one statement.
- `halving_doubles_hidden_error` states that if `M` is the greatest hidden error at `α`, then `2 * M` is the greatest at `α / 2`. It assumes neither symmetry nor finite dimension.
- `greatest_hidden_error_scaled` gives tol/a for the threshold `α * tol`.
- `greatest_error_after_step` gives the sharp bound on ‖e'‖ under `hsmall : α * a ≤ 1 / 2`.

The model is one step of linear mixing with a fixed, linear eps. It leaves out the nonlinear part of the SCF map, preconditioners, and schemes such as Anderson or Pulay mixing that use earlier iterates. Nothing is assumed about convergence of the iteration: α may be too large for the stiffest modes, and the bounds still hold for any step that passes.

```lean
import Mathlib

open scoped InnerProductSpace

namespace LinearMixingStoppingTest

noncomputable section

variable {V : Type*} [NormedAddCommGroup V] [InnerProductSpace ℝ V]

/-- The error after one step of linear mixing with parameter `α` and dielectric
operator `eps`, when the error before the step is `e`. -/
def mixingStep (eps : V →ₗ[ℝ] V) (α : ℝ) (e : V) : V := e - α • eps e

/-- The sizes of all errors that pass the stopping test
"the density change has norm at most `tol`". -/
def hiddenErrors (eps : V →ₗ[ℝ] V) (α tol : ℝ) : Set ℝ :=
  {r | ∃ e : V, ‖mixingStep eps α e - e‖ ≤ tol ∧ ‖e‖ = r}

/-- For `α > 0` the density change in one mixing step has norm `α ‖eps e‖`. -/
theorem norm_change (eps : V →ₗ[ℝ] V) {α : ℝ} (hα : 0 < α) (e : V) :
    ‖mixingStep eps α e - e‖ = α * ‖eps e‖ := by
  have h : mixingStep eps α e - e = -(α • eps e) := by
    simp only [mixingStep]
    abel
  rw [h, norm_neg, norm_smul, Real.norm_eq_abs, abs_of_pos hα]

/-- Halving the mixing parameter at a fixed threshold doubles the greatest error that the stopping
test can hide, provided that a greatest one exists. -/
theorem halving_doubles_hidden_error (eps : V →ₗ[ℝ] V) {α tol M : ℝ}
    (hM : IsGreatest (hiddenErrors eps α tol) M) :
    IsGreatest (hiddenErrors eps (α / 2) tol) (2 * M) := by
  constructor
  · -- twice the worst error produces the same density change
    obtain ⟨e, he, hn⟩ := hM.1
    refine ⟨(2 : ℝ) • e, ?_, ?_⟩
    · have h : mixingStep eps (α / 2) ((2 : ℝ) • e) - (2 : ℝ) • e
          = mixingStep eps α e - e := by
        simp only [mixingStep, map_smul]
        module
      rw [h]
      exact he
    · rw [norm_smul, hn, Real.norm_eq_abs, abs_of_pos (by norm_num : (0 : ℝ) < 2)]
  · -- half of any hidden error was already hidden before
    rintro r ⟨e, he, rfl⟩
    have h : mixingStep eps α ((1 / 2 : ℝ) • e) - (1 / 2 : ℝ) • e
        = mixingStep eps (α / 2) e - e := by
      simp only [mixingStep, map_smul]
      module
    have h2 : ‖(1 / 2 : ℝ) • e‖ ≤ M := hM.2 ⟨_, by rw [h]; exact he, rfl⟩
    rw [norm_smul, Real.norm_eq_abs, abs_of_pos (by norm_num : (0 : ℝ) < 1 / 2)] at h2
    linarith

/-- Every eigenvalue of `eps` has an eigenmode of any prescribed norm `R ≥ 0`
(the zero vector when `R = 0`). -/
theorem exists_mode_of_norm {eps : V →ₗ[ℝ] V} {a R : ℝ}
    (ha : Module.End.HasEigenvalue eps a) (hR : 0 ≤ R) :
    ∃ e : V, eps e = a • e ∧ ‖e‖ = R := by
  obtain ⟨v, hv⟩ := ha.exists_hasEigenvector
  refine ⟨(R / ‖v‖) • v, ?_, ?_⟩
  · rw [map_smul, hv.apply_eq_smul, smul_comm]
  · rw [norm_smul, Real.norm_eq_abs, abs_of_nonneg (by positivity),
      div_mul_cancel₀ _ (norm_ne_zero_iff.mpr hv.2)]

variable [FiniteDimensional ℝ V]

/-- For symmetric `eps` on a finite-dimensional `V`, if `|p + q μ| ≤ |r μ|` at every eigenvalue `μ`,
then `p x + q eps x` is nowhere longer than `r eps x`. -/
theorem spectral_comparison {eps : V →ₗ[ℝ] V} (hT : eps.IsSymmetric) {p q r : ℝ}
    (h : ∀ μ, Module.End.HasEigenvalue eps μ → |p + q * μ| ≤ |r * μ|) (x : V) :
    ‖p • x + q • eps x‖ ≤ ‖r • eps x‖ := by
  obtain ⟨b, lam, hb⟩ : ∃ (b : OrthonormalBasis (Fin (Module.finrank ℝ V)) ℝ V)
      (lam : Fin (Module.finrank ℝ V) → ℝ),
      ∀ i, Module.End.HasEigenvector eps (lam i) (b i) :=
    ⟨hT.eigenvectorBasis rfl, hT.eigenvalues rfl,
      fun i => hT.hasEigenvector_eigenvectorBasis rfl i⟩
  -- in the eigenbasis, eps multiplies each coefficient by its eigenvalue
  have coef : ∀ i, b.repr (eps x) i = lam i * b.repr x i := fun i => by
    rw [b.repr_apply_apply, b.repr_apply_apply, ← hT (b i) x,
      (hb i).apply_eq_smul, real_inner_smul_left]
  rw [← b.repr.norm_map (p • x + q • eps x), ← b.repr.norm_map (r • eps x)]
  refine (sq_le_sq₀ (norm_nonneg _) (norm_nonneg _)).mp ?_
  rw [EuclideanSpace.norm_sq_eq, EuclideanSpace.norm_sq_eq]
  refine Finset.sum_le_sum fun i _ => ?_
  have h1 : b.repr (p • x + q • eps x) i = (p + q * lam i) * b.repr x i := by
    simp only [map_add, map_smul, PiLp.add_apply, PiLp.smul_apply, smul_eq_mul, coef]
    ring
  have h2 : b.repr (r • eps x) i = (r * lam i) * b.repr x i := by
    simp only [map_smul, PiLp.smul_apply, smul_eq_mul, coef]
    ring
  have h3 := h (lam i) (Module.End.hasEigenvalue_of_hasEigenvector (hb i))
  rw [h1, h2, norm_mul, norm_mul, Real.norm_eq_abs (p + q * lam i),
    Real.norm_eq_abs (r * lam i)]
  exact pow_le_pow_left₀ (by positivity)
    (mul_le_mul_of_nonneg_right h3 (norm_nonneg _)) 2

/-- Let `eps` be symmetric with least eigenvalue `a > 0`, and let `α > 0`. If `V` is
finite-dimensional and the density change has norm at most `tol`, the error has norm at most
`tol / (α a)`. -/
theorem error_le_of_small_change {eps : V →ₗ[ℝ] V} (hT : eps.IsSymmetric) {a α tol : ℝ}
    (ha : IsLeast {μ | Module.End.HasEigenvalue eps μ} a) (ha0 : 0 < a) (hα : 0 < α)
    {e : V} (he : ‖mixingStep eps α e - e‖ ≤ tol) : ‖e‖ ≤ tol / (α * a) := by
  have h := spectral_comparison hT (p := a) (q := 0) (r := 1) (fun μ hμ => by
    have h1 : a ≤ μ := ha.2 hμ
    rw [zero_mul, add_zero, one_mul, abs_of_pos ha0, abs_of_pos (ha0.trans_le h1)]
    exact h1) e
  rw [zero_smul, add_zero, one_smul, norm_smul, Real.norm_eq_abs, abs_of_pos ha0] at h
  rw [norm_change eps hα] at he
  rw [le_div_iff₀ (mul_pos hα ha0)]
  have h2 := mul_le_mul_of_nonneg_left h hα.le
  linarith

/-- Let `eps` be symmetric with least eigenvalue `a > 0`, and let `α > 0` and `tol ≥ 0`. If `V` is
finite-dimensional, the greatest error that the stopping test can hide is exactly `tol / (α a)`. -/
theorem greatest_hidden_error {eps : V →ₗ[ℝ] V} (hT : eps.IsSymmetric) {a α tol : ℝ}
    (ha : IsLeast {μ | Module.End.HasEigenvalue eps μ} a) (ha0 : 0 < a) (hα : 0 < α)
    (htol : 0 ≤ tol) : IsGreatest (hiddenErrors eps α tol) (tol / (α * a)) := by
  constructor
  · -- an error along the softest mode attains the bound
    obtain ⟨e, he, hn⟩ := exists_mode_of_norm (R := tol / (α * a)) ha.1 (by positivity)
    refine ⟨e, le_of_eq ?_, hn⟩
    rw [norm_change eps hα, he, norm_smul, hn, Real.norm_eq_abs, abs_of_pos ha0]
    field_simp
  · rintro r ⟨e, he, rfl⟩
    exact error_le_of_small_change hT ha ha0 hα he

/-- Let `eps` be symmetric with least eigenvalue `a > 0`, and let `α > 0` and `tol ≥ 0`. With `V`
finite-dimensional and the threshold scaled to `α tol`, the greatest hidden error is `tol / a`. -/
theorem greatest_hidden_error_scaled {eps : V →ₗ[ℝ] V} (hT : eps.IsSymmetric)
    {a α tol : ℝ} (ha : IsLeast {μ | Module.End.HasEigenvalue eps μ} a) (ha0 : 0 < a)
    (hα : 0 < α) (htol : 0 ≤ tol) :
    IsGreatest (hiddenErrors eps α (α * tol)) (tol / a) := by
  have h := greatest_hidden_error hT ha ha0 hα (mul_nonneg hα.le htol)
  rwa [mul_div_mul_left _ _ hα.ne'] at h

/-- Let `eps` be symmetric with least eigenvalue `a > 0`, and let `α > 0`, `α a ≤ 1/2` and
`tol ≥ 0`. If `V` is finite-dimensional, then among steps that pass the test the greatest error left
after the step is `(1 / (α a) - 1) tol`. -/
theorem greatest_error_after_step {eps : V →ₗ[ℝ] V} (hT : eps.IsSymmetric) {a α tol : ℝ}
    (ha : IsLeast {μ | Module.End.HasEigenvalue eps μ} a) (ha0 : 0 < a) (hα : 0 < α)
    (hsmall : α * a ≤ 1 / 2) (htol : 0 ≤ tol) :
    IsGreatest {r | ∃ e : V, ‖mixingStep eps α e - e‖ ≤ tol ∧ ‖mixingStep eps α e‖ = r}
      ((1 / (α * a) - 1) * tol) := by
  have hαa : 0 < α * a := mul_pos hα ha0
  constructor
  · obtain ⟨e, he, hn⟩ := exists_mode_of_norm (R := tol / (α * a)) ha.1 (by positivity)
    refine ⟨e, le_of_eq ?_, ?_⟩
    · rw [norm_change eps hα, he, norm_smul, hn, Real.norm_eq_abs, abs_of_pos ha0]
      field_simp
    · have h : mixingStep eps α e = (1 - α * a) • e := by
        simp only [mixingStep, he]
        module
      rw [h, norm_smul, hn, Real.norm_eq_abs, abs_of_nonneg (by linarith)]
      field_simp
  · rintro r ⟨e, he, rfl⟩
    obtain ⟨k, hk⟩ : ∃ k, k = 1 / (α * a) - 1 := ⟨_, rfl⟩
    have hk1 : 1 ≤ k := by
      have h2 : 2 ≤ 1 / (α * a) := by
        rw [le_div_iff₀ hαa]
        linarith
      linarith
    have hka : (k + 1) * (α * a) = 1 := by
      rw [hk, sub_add_cancel, one_div, inv_mul_cancel₀ hαa.ne']
    -- mode by mode, the remaining error is at most k times the density change
    have h := spectral_comparison hT (p := 1) (q := -α) (r := k * α) (fun μ hμ => by
      have h1 : α * a ≤ α * μ := mul_le_mul_of_nonneg_left (ha.2 hμ) hα.le
      have h2 : (k + 1) * (α * a) ≤ (k + 1) * (α * μ) :=
        mul_le_mul_of_nonneg_left h1 (by linarith)
      have h3 : 1 * (α * μ) ≤ k * (α * μ) :=
        mul_le_mul_of_nonneg_right hk1 (by linarith)
      refine le_trans ?_ (le_abs_self _)
      rw [abs_le]
      constructor <;> linarith) e
    have hs : (1 : ℝ) • e + (-α) • eps e = mixingStep eps α e := by
      simp only [mixingStep]
      module
    rw [hs, norm_smul, Real.norm_eq_abs,
      abs_of_pos (mul_pos (by linarith) hα), mul_assoc] at h
    rw [norm_change eps hα] at he
    rw [← hk]
    exact h.trans (mul_le_mul_of_nonneg_left he (by linarith))

end

end LinearMixingStoppingTest
```

```lean
#print axioms LinearMixingStoppingTest.halving_doubles_hidden_error
#print axioms LinearMixingStoppingTest.greatest_hidden_error_scaled
#print axioms LinearMixingStoppingTest.greatest_error_after_step
```

```
'LinearMixingStoppingTest.halving_doubles_hidden_error' depends on axioms: [propext, Classical.choice, Quot.sound]
'LinearMixingStoppingTest.greatest_hidden_error_scaled' depends on axioms: [propext, Classical.choice, Quot.sound]
'LinearMixingStoppingTest.greatest_error_after_step' depends on axioms: [propext, Classical.choice, Quot.sound]
```

### From the eigenbasis to the Lean proof

`norm_change` computes the density change as −α eps e and takes its norm, using α > 0 to remove the absolute value.

`spectral_comparison` holds the eigenbasis argument in a form that serves both bounds. If |p + qμ| ≤ |rμ| at every eigenvalue μ, then ‖p x + q eps x‖ ≤ ‖r eps x‖ for every x. Mathlib supplies the orthonormal eigenbasis `b` with eigenvalues `lam`. The step `coef` is the identity ⟨b_i, eps x⟩ = λ_i ⟨b_i, x⟩, obtained by moving eps across the inner product. Both norms are then squared and written as sums over coefficients, and `Finset.sum_le_sum` reduces the claim to one mode at a time, where the hypothesis on eigenvalues applies.

`error_le_of_small_change` uses this with p = a, q = 0, r = 1, which is a‖e‖ ≤ ‖eps e‖. It then multiplies by α and compares with tol.

`exists_mode_of_norm` rescales an eigenvector to a prescribed norm. In `greatest_hidden_error` it provides the error of norm tol/(α a) along the softest mode, and `field_simp` confirms that its density change has norm tol. The upper bound is `error_le_of_small_change`. `greatest_hidden_error_scaled` applies the same theorem to the threshold α tol and cancels α.

`halving_doubles_hidden_error` uses the scaling identity in both directions. Doubling the worst error at α gives a member of the set at α/2. Conversely, half of any error that passes at α/2 passes at α, so its norm is at most `M`. The tactic `module` verifies the vector identities.

`greatest_error_after_step` uses the comparison with p = 1, q = −α, r = kα. Its facts `h2` and `h3`, together with `hka`, are the two inequalities behind |1 − αμ| ≤ kαμ, which `linarith` assembles after `abs_le` has split the absolute value. Attainment comes from the softest mode, where the step multiplies the error by 1 − α a.

### What to do with your run

Within this linear, symmetric model, you can compare runs with the same eps but different α fairly by scaling the density-change threshold in proportion to α, or by applying a fixed threshold to the unmixed residual. After halving α, halve tol as well; the largest hidden error before the step is then the same as it was. Turning it into a number still requires a; a positive lower bound for a gives an upper bound on it.
